# Duhamel's identity for unnormalised thermal traces in finite dimension

For two Hamiltonians $H$ and $K$ on a finite-dimensional state space and an observable $A$, `duhamel_trace` states that $\operatorname{tr}(e^{-\beta K}A)-\operatorname{tr}(e^{-\beta H}A)=\int_0^\beta \operatorname{tr}\bigl(e^{-(\beta-\tau)K}(H-K)e^{-\tau H}A\bigr)\,d\tau$. The traces are not divided by partition functions, so they are unnormalised thermal averages. All three matrices are arbitrary complex square matrices, not assumed Hermitian, and $\beta$ is any real number. The proof differentiates $\operatorname{tr}(e^{-(\beta-\tau)K}e^{-\tau H}A)$ in $\tau$ and integrates the derivative from $0$ to $\beta$.

The failing Lean file:

```lean
import Mathlib

open Matrix Filter Topology
open scoped Matrix.Norms.Operator

namespace DuhamelTrace

noncomputable section

variable {n : Type*} [Fintype n] [DecidableEq n]

/-- The Boltzmann operator `exp(-t H)` at imaginary time `t`. -/
def boltzmann (H : Matrix n n ℂ) (t : ℝ) : Matrix n n ℂ :=
  NormedSpace.exp (-(t • H))

/-- The Boltzmann operator depends continuously on the Hamiltonian and the imaginary time
together. -/
theorem continuous_boltzmann {X : Type*} [TopologicalSpace X] {K : X → Matrix n n ℂ}
    {t : X → ℝ} (hK : Continuous K) (ht : Continuous t) :
    Continuous fun x => boltzmann (K x) (t x) :=
  NormedSpace.exp_continuous.comp (ht.smul hK).neg

/-- Duhamel's identity under the trace: the Boltzmann operators of two Hamiltonians `K` and `H`
differ by an imaginary-time integral with one insertion of `H - K`. -/
theorem duhamel_trace (H K A : Matrix n n ℂ) (β : ℝ) :
    trace (boltzmann K β * A) - trace (boltzmann H β * A) =
      ∫ τ in (0 : ℝ)..β,
        trace (boltzmann K (β - τ) * (H - K) * boltzmann H τ * A) := by
  let T : Matrix n n ℂ →L[ℝ] ℂ :=
    ⟨Matrix.traceLinearMap n ℝ ℂ, continuous_id.matrix_trace⟩
  -- evolve with `H` up to time `τ` and with `K` for the rest, and differentiate in `τ`
  have hF : ∀ τ : ℝ, HasDerivAt
      (fun s : ℝ => trace (boltzmann K (β - s) * boltzmann H s * A))
      (-trace (boltzmann K (β - τ) * (H - K) * boltzmann H τ * A)) τ := by
    intro τ
    have hK : HasDerivAt (fun s : ℝ => boltzmann K s)
        (-(boltzmann K (β - τ) * K)) (β - τ) := by
      simpa only [boltzmann, smul_neg, mul_neg] using
        hasDerivAt_exp_smul_const (-K) (β - τ)
    have h1 : HasDerivAt (fun s : ℝ => boltzmann K (β - s))
        (boltzmann K (β - τ) * K) τ := by
      have h := hK.comp_const_sub β τ
      rwa [neg_neg] at h
    have h2 : HasDerivAt (fun s : ℝ => boltzmann H s) (-(H * boltzmann H τ)) τ := by
      simpa only [boltzmann, smul_neg, neg_mul] using
        hasDerivAt_exp_smul_const' (-H) τ
    have h3 := (h1.fun_mul h2).mul_const A
    have h4 : HasDerivAt
        (fun s : ℝ => trace (boltzmann K (β - s) * boltzmann H s * A))
        (trace ((boltzmann K (β - τ) * K * boltzmann H τ
          + boltzmann K (β - τ) * -(H * boltzmann H τ)) * A)) τ :=
      T.hasFDerivAt.comp_hasDerivAt τ h3
    refine h4.congr_deriv ?_
    rw [← trace_neg]
    congr 1
    noncomm_ring
  have hc : Continuous fun τ : ℝ =>
      -trace (boltzmann K (β - τ) * (H - K) * boltzmann H τ * A) :=
    ((((continuous_boltzmann continuous_const (continuous_const.sub continuous_id)).mul
      continuous_const).mul (continuous_boltzmann continuous_const continuous_id)).mul
      continuous_const).matrix_trace.neg
  have hz : ∀ M : Matrix n n ℂ, boltzmann M 0 = 1 := fun M => by
    simp [boltzmann, NormedSpace.exp_zero]
  -- the fundamental theorem of calculus between `τ = 0` and `τ = β`
  have h := intervalIntegral.integral_eq_sub_of_hasDerivAt (fun τ _ => hF τ)
    (hc.intervalIntegrable 0 β)
  rw [intervalIntegral.integral_neg] at h
  simp only [sub_self, sub_zero, hz, one_mul, mul_one] at h
  linear_combination h

end

end DuhamelTrace
```

The compiler's answer:

```
Main.lean:38:6: error: Type mismatch: After simplification, term
  hasDerivAt_exp_smul_const (-K) (β - τ)
 has type
  @HasDerivAt ℝ DenselyNormedField.toNontriviallyNormedField (Matrix n n ℂ) Matrix.linftyOpNormedRing.toAddCommGroup
    (NormedAlgebra.toNormedSpace (Matrix n n ℂ)).toModule PseudoMetricSpace.toUniformSpace.toTopologicalSpace ⋯
    (fun u => NormedSpace.exp (-(u • K))) (-(NormedSpace.exp (-((β - τ) • K)) * K)) (β - τ)
but is expected to have type
  @HasDerivAt ℝ DenselyNormedField.toNontriviallyNormedField (Matrix n n ℂ) addCommGroup module
    instTopologicalSpaceMatrix ⋯ (fun s => NormedSpace.exp (-(s • K))) (-(NormedSpace.exp (-((β - τ) • K)) * K)) (β - τ)
Main.lean:45:6: error: Type mismatch: After simplification, term
  hasDerivAt_exp_smul_const' (-H) τ
 has type
  @HasDerivAt ℝ DenselyNormedField.toNontriviallyNormedField (Matrix n n ℂ) Matrix.linftyOpNormedRing.toAddCommGroup
    (NormedAlgebra.toNormedSpace (Matrix n n ℂ)).toModule PseudoMetricSpace.toUniformSpace.toTopologicalSpace ⋯
    (fun u => NormedSpace.exp (-(u • H))) (-(H * NormedSpace.exp (-(τ • H)))) τ
but is expected to have type
  @HasDerivAt ℝ DenselyNormedField.toNontriviallyNormedField (Matrix n n ℂ) addCommGroup module
    instTopologicalSpaceMatrix ⋯ (fun s => NormedSpace.exp (-(s • H))) (-(H * NormedSpace.exp (-(τ • H)))) τ
```

What went wrong. Both errors have the same cause, in the derivatives `hK` and `h2` of the two exponentials. After simplification, the function, derivative and point agree in the two printed types. What differs is the structure on the matrix space: the library lemma takes its additive group, module and topology from the operator-norm instances, such as `Matrix.linftyOpNormedRing`, while the goal uses the direct matrix instances, such as `instTopologicalSpaceMatrix`. These are equal by definition, but seeing it requires unfolding instances, which the final comparison in `simpa` did not do far enough.

The repair simplifies only the lemma's statement, moving the minus signs to where the goal has them, and then closes the goal with `exact h`. That check may unfold ordinary definitions, so it identifies the two sets of instances. It also unfolds `boltzmann`, which is why that name can be dropped from the `simp only` lists. The same change cures both errors.

The repair, with which the file compiles:

```diff
@@ -36,6 +36,7 @@
     have hK : HasDerivAt (fun s : ℝ => boltzmann K s)
         (-(boltzmann K (β - τ) * K)) (β - τ) := by
-      simpa only [boltzmann, smul_neg, mul_neg] using
-        hasDerivAt_exp_smul_const (-K) (β - τ)
+      have h := hasDerivAt_exp_smul_const (-K) (β - τ)
+      simp only [smul_neg, mul_neg] at h
+      exact h
     have h1 : HasDerivAt (fun s : ℝ => boltzmann K (β - s))
         (boltzmann K (β - τ) * K) τ := by
@@ -43,6 +44,7 @@
       rwa [neg_neg] at h
     have h2 : HasDerivAt (fun s : ℝ => boltzmann H s) (-(H * boltzmann H τ)) τ := by
-      simpa only [boltzmann, smul_neg, neg_mul] using
-        hasDerivAt_exp_smul_const' (-H) τ
+      have h := hasDerivAt_exp_smul_const' (-H) τ
+      simp only [smul_neg, neg_mul] at h
+      exact h
     have h3 := (h1.fun_mul h2).mul_const A
     have h4 : HasDerivAt
```
